# Linear mean fields covariant under site-dependent phases are exactly the Hartree-exchange ones

In every cycle of a self-consistent mean-field calculation on a lattice, the effective field is rebuilt from the current density matrix $P$. For $N$ sites with one orbital each, a general linear rule needs $N^4$ coefficients, since every entry of $P$ may feed every entry of the field. The Hartree-Fock field of a density-density interaction uses at most $2N^2-N$ of them: densities feed the on-site potentials, and each bond feeds itself. Restricting a rule to this form loses nothing if the rule is complex-linear and keeps the same coefficients however the phases of the site orbitals are chosen.

The physical question is which linear rules $K$, from density matrix to field, have this symmetry. Not every interaction leads to one. If the hopping between two sites depends on the density of a third, for example, its matrix elements change with the orbital phases, and so do the coefficients of its Hartree-Fock field.

## Phases on sites and the candidate field

```lean
import Mathlib

open Matrix

namespace GaugeCovariantMeanField

variable {n : Type*} [Fintype n] [DecidableEq n]
```

The type `n` is the finite set of sites, so `Matrix n n ℂ` holds complex matrices with rows and columns labelled by sites.

```lean
/-- The density matrix `P` after the amplitude on each site `i` is multiplied by `d i`: `D P D*`
with `D = diag(d)`. -/
def gauge (d : n → ℂ) (P : Matrix n n ℂ) : Matrix n n ℂ :=
  diagonal d * P * (diagonal d)ᴴ
```

Here `d` assigns a number $d_i$ to each site, and `gauge d P` is $DPD^\dagger$ with $D=\mathrm{diag}(d)$. Lean writes the conjugate transpose as `ᴴ`. With $P_{ij}=\langle c_j^\dagger c_i\rangle$, this is the effect of $c_i\to d_i c_i$.

```lean
/-- A linear mean field `K` is gauge covariant if `K(D P D*) = D K(P) D*` for every
diagonal unitary `D`, that is, for all site factors of modulus one. -/
def GaugeCovariant (K : Matrix n n ℂ →ₗ[ℂ] Matrix n n ℂ) : Prop :=
  ∀ d : n → ℂ, (∀ i, ‖d i‖ = 1) → ∀ P, K (gauge d P) = gauge d (K P)
```

The arrow `→ₗ[ℂ]` denotes a complex-linear map. `GaugeCovariant K` says that $K(DPD^\dagger)=D\,K(P)\,D^\dagger$ for all $P$ and all $d$ with $|d_i|=1$. $P$ ranges over all complex matrices, not only Hermitian ones.

```lean
/-- The Hartree-exchange mean field: on the diagonal `∑ k, a i k * P k k`, driven by the
densities, and off the diagonal `u i j * P i j`, driven by the same bond. -/
def meanField (a u : Matrix n n ℂ) : Matrix n n ℂ →ₗ[ℂ] Matrix n n ℂ where
  toFun P := Matrix.of fun i j => if i = j then ∑ k, a i k * P k k else u i j * P i j
  map_add' P Q := by
    ext i j
    by_cases h : i = j <;> simp [h, mul_add, Finset.sum_add_distrib]
  map_smul' c P := by
    ext i j
    by_cases h : i = j <;> simp [h, Finset.mul_sum, mul_left_comm]
```

This is the candidate field:

$$K(P)_{ii}=\sum_k a_{ik}P_{kk},\qquad K(P)_{ij}=u_{ij}P_{ij}\quad(i\neq j).$$

The fields `map_add'` and `map_smul'` prove that the formula is linear. The diagonal of `u` is never used, and `u` is not the Hubbard $U$. The minus sign of exchange is absorbed in it: for spinless fermions with interaction $\frac12\sum_{i\ne j}V_{ij}n_in_j$ and symmetric $V$, Hartree-Fock theory has $a_{ij}=V_{ij}$ and $u_{ij}=-V_{ij}$ for $i\neq j$, with $a_{ii}=0$. The definition imposes no such link between the two sets of couplings, hence the words "Hartree-like" and "exchange-like" in the main equivalence below.

```lean
/-- The site factors that turn the phase on site `m` by 90 degrees and leave all other sites alone.
-/
def quarterTurn (m : n) : n → ℂ := fun i => if i = m then Complex.I else 1
```

`quarterTurn m` puts the phase $\mathrm{i}$ on site $m$ and $1$ on all others.

```lean
/-- Transposition of the density matrix, as a linear map. -/
def transposeMap : Matrix n n ℂ →ₗ[ℂ] Matrix n n ℂ where
  toFun P := Pᵀ
  map_add' _ _ := rfl
  map_smul' _ _ := rfl
```

Transposition, $P\mapsto P^T$, is also a linear map. It will serve as a counter-example.

## Which entries can feed which

```lean
/-- The entry between sites `i` and `j` picks up the factor of `i` and the conjugate
factor of `j`. -/
theorem gauge_apply (d : n → ℂ) (P : Matrix n n ℂ) (i j : n) :
    gauge d P i j = d i * P i j * star (d j) := by
  simp [gauge, Matrix.diagonal_conjTranspose]
```

In ordinary notation, $(DPD^\dagger)_{ij}=d_iP_{ij}d_j^*$, where `star` is complex conjugation. The proof multiplies out the diagonal matrices with `simp`, Lean's automatic simplifier.

```lean
/-- The entries of the Hartree-exchange mean field. -/
theorem meanField_apply (a u P : Matrix n n ℂ) (i j : n) :
    meanField a u P i j = if i = j then ∑ k, a i k * P k k else u i j * P i j := rfl
```

This restates the definition entry by entry. `rfl` means that both sides agree by definition.

```lean
omit [Fintype n] in
/-- Under a quarter turn on site `m`, the phase factor of the entry `(k, l)` has imaginary part `1`
if only `k` is `m`, `-1` if only `l` is `m`, and `0` otherwise. -/
theorem quarterTurn_im (m k l : n) :
    (quarterTurn m k * star (quarterTurn m l)).im
      = (if k = m then (1 : ℝ) else 0) - (if l = m then 1 else 0) := by
  unfold quarterTurn
  split_ifs <;> simp
```

Let $z$ be the quarter turn on $m$. The phase factor $z_kz_l^*$ of the entry $(k,l)$ is $\mathrm{i}$ if only $k=m$, $-\mathrm{i}$ if only $l=m$, and $1$ otherwise. Hence

$$\operatorname{Im}(z_kz_l^*)=\delta_{km}-\delta_{lm}.$$

`split_ifs` goes through the same cases.

```lean
/-- Selection rule: if a complex-linear `K` commutes with all single-site quarter turns, the matrix
with a single `1` at `(k, l)` can produce a field at `(i, j)` only if both entries are diagonal or
both are the same entry. -/
theorem selection_rule (K : Matrix n n ℂ →ₗ[ℂ] Matrix n n ℂ)
    (h : ∀ m P, K (gauge (quarterTurn m) P) = gauge (quarterTurn m) (K P))
    (i j k l : n) (hne : K (Matrix.single k l 1) i j ≠ 0) :
    (i = j ∧ k = l) ∨ (k = i ∧ l = j) := by
  -- a matrix unit is an eigenvector of every gauge transformation
  have hs : ∀ d : n → ℂ, gauge d (Matrix.single k l 1)
      = (d k * star (d l)) • Matrix.single k l (1 : ℂ) := by
    intro d
    ext p q
    rw [gauge_apply, Matrix.smul_apply, Matrix.single_apply]
    split_ifs with hh
    · obtain ⟨rfl, rfl⟩ := hh
      simp
    · simp
  -- hence the phase factors of source and response have the same imaginary part
  have key : ∀ m, (if k = m then (1 : ℝ) else 0) - (if l = m then 1 else 0)
      = (if i = m then (1 : ℝ) else 0) - (if j = m then 1 else 0) := by
    intro m
    have e := congrFun (congrFun (h m (Matrix.single k l 1)) i) j
    rw [hs, map_smul, Matrix.smul_apply, gauge_apply, smul_eq_mul] at e
    rw [← quarterTurn_im, ← quarterTurn_im]
    congr 1
    apply mul_right_cancel₀ hne
    linear_combination e
  by_cases hij : i = j
  · subst hij
    refine Or.inl ⟨rfl, ?_⟩
    by_contra hkl
    have e := key k
    rw [if_pos (rfl : k = k), if_neg (Ne.symm hkl), sub_self] at e
    norm_num at e
  · refine Or.inr ⟨?_, ?_⟩
    · by_contra hki
      have e := key i
      rw [if_neg hki, if_pos (rfl : i = i), if_neg (Ne.symm hij)] at e
      split_ifs at e <;> norm_num at e
    · by_contra hlj
      have e := key j
      rw [if_neg hlj, if_neg hij, if_pos (rfl : j = j)] at e
      split_ifs at e <;> norm_num at e
```

Write $E^{kl}$ for the matrix with a single $1$ at $(k,l)$, in Lean `Matrix.single k l 1`. Suppose that $K$ commutes with all quarter turns and that $K(E^{kl})_{ij}\neq0$. The theorem says that either $i=j$ and $k=l$, or $(k,l)=(i,j)$.

By hand, a quarter turn multiplies $E^{kl}$ by $z_kz_l^*$ (`hs`). Linearity and covariance then give

$$z_kz_l^*\,K(E^{kl})_{ij}=z_iz_j^*\,K(E^{kl})_{ij}.$$

Dividing by the non-zero response and taking imaginary parts gives `key`:

$$\delta_{km}-\delta_{lm}=\delta_{im}-\delta_{jm}\quad\text{for every }m.$$

- If $i=j$, the right side vanishes. Setting $m=k$ gives $1-\delta_{lk}=0$, so $k=l$.
- If $i\neq j$, setting $m=i$ gives $\delta_{ki}-\delta_{li}=1$, so $k=i$. Setting $m=j$ gives $\delta_{kj}-\delta_{lj}=-1$, so $l=j$.

The Lean proof makes the same choices of $m$, as `key k`, `key i` and `key j`, and refutes each alternative with `norm_num`, which evaluates numbers.

## From the selection rule to the couplings

```lean
/-- A linear mean field that commutes with the quarter turns of single sites is a
Hartree-exchange mean field. -/
theorem eq_meanField_of_quarterTurns (K : Matrix n n ℂ →ₗ[ℂ] Matrix n n ℂ)
    (h : ∀ m P, K (gauge (quarterTurn m) P) = gauge (quarterTurn m) (K P)) :
    ∃ a u, K = meanField a u := by
  refine ⟨Matrix.of fun i k => K (Matrix.single k k 1) i i,
    Matrix.of fun i j => K (Matrix.single i j 1) i j, LinearMap.ext fun P => ?_⟩
  ext i j
  -- expand the density matrix in matrix units
  have hP : K P i j = ∑ k, ∑ l, P k l * K (Matrix.single k l 1) i j := by
    conv_lhs => rw [Matrix.matrix_eq_sum_single P]
    simp only [map_sum, Matrix.sum_apply]
    refine Finset.sum_congr rfl fun k _ => Finset.sum_congr rfl fun l _ => ?_
    have e : Matrix.single k l (P k l) = P k l • Matrix.single k l (1 : ℂ) := by
      simp [Matrix.smul_single]
    rw [e, map_smul, Matrix.smul_apply, smul_eq_mul]
  have zero : ∀ k l, ¬((i = j ∧ k = l) ∨ (k = i ∧ l = j)) →
      P k l * K (Matrix.single k l 1) i j = 0 := by
    intro k l hn
    have e : K (Matrix.single k l 1) i j = 0 := by
      by_contra hne
      exact hn (selection_rule K h i j k l hne)
    rw [e, mul_zero]
  rw [hP, meanField_apply]
  by_cases hij : i = j
  · subst hij
    rw [if_pos rfl]
    refine Finset.sum_congr rfl fun k _ => ?_
    rw [Finset.sum_eq_single k]
    · exact mul_comm _ _
    · intro l _ hl
      apply zero
      rintro (⟨_, e⟩ | ⟨e, e'⟩)
      · exact hl e.symm
      · exact hl (e'.trans e.symm)
    · simp
  · rw [if_neg hij, Finset.sum_eq_single i, Finset.sum_eq_single j]
    · exact mul_comm _ _
    · intro l _ hl
      exact zero i l (by tauto)
    · simp
    · intro k _ hk
      exact Finset.sum_eq_zero fun l _ => zero k l (by tauto)
    · simp
```

The symbol `∃` means "there exist". The proof names the couplings outright:

$$a_{ik}=K(E^{kk})_{ii},\qquad u_{ij}=K(E^{ij})_{ij}.$$

Expanding $P=\sum_{kl}P_{kl}E^{kl}$ gives `hP`:

$$K(P)_{ij}=\sum_{k,l}P_{kl}\,K(E^{kl})_{ij}.$$

By the selection rule (`zero`), only the terms with $k=l$ can survive when $i=j$, which leaves $\sum_k a_{ik}P_{kk}$. When $i\neq j$, only $(k,l)=(i,j)$ can survive, which leaves $u_{ij}P_{ij}$. `Finset.sum_eq_single` reduces a sum to its one surviving term.

```lean
/-- A complex-linear mean field is covariant under all local gauge transformations if and
only if it consists of a Hartree-like and an exchange-like term. -/
theorem gaugeCovariant_iff (K : Matrix n n ℂ →ₗ[ℂ] Matrix n n ℂ) :
    GaugeCovariant K ↔ ∃ a u, K = meanField a u := by
  constructor
  · intro h
    refine eq_meanField_of_quarterTurns K fun m P => h _ (fun i => ?_) P
    unfold quarterTurn
    split_ifs <;> simp
  · rintro ⟨a, u, rfl⟩ d hd P
    have hu : ∀ i, d i * star (d i) = 1 := by
      intro i
      rw [Complex.star_def, Complex.mul_conj, Complex.normSq_eq_norm_sq, hd i]
      norm_num
    ext i j
    rw [gauge_apply, meanField_apply, meanField_apply]
    by_cases hij : i = j
    · subst hij
      rw [if_pos rfl, if_pos rfl]
      -- densities do not feel the phases
      have e : ∑ k, a i k * gauge d P k k = ∑ k, a i k * P k k :=
        Finset.sum_congr rfl fun k _ => by
          rw [gauge_apply]
          linear_combination (a i k * P k k) * hu k
      rw [e]
      linear_combination -(∑ k, a i k * P k k) * hu i
    · rw [if_neg hij, if_neg hij, gauge_apply]
      ring
```

This is the main equivalence. For the forward direction, quarter turns have modulus one, so covariance under all phases includes them and the previous theorem applies.

For the converse, $|d_i|=1$ gives $d_id_i^*=1$ (`hu`). Densities are therefore unchanged, $(DPD^\dagger)_{kk}=P_{kk}$, and so are the diagonal entries of the field. For $i\neq j$, both sides of the covariance condition equal $u_{ij}\,d_iP_{ij}d_j^*$. The tactics `linear_combination` and `ring` do this algebra.

Complex linearity matters here: real linearity is not enough. On two sites, $K(P)=P^\dagger$ is real-linear and satisfies $(DPD^\dagger)^\dagger=DP^\dagger D^\dagger$. Yet $K(E^{21})_{12}=1$ although $(E^{21})_{12}=0$, so no $u_{12}$ can reproduce it. The difference shows only on non-Hermitian matrices: on Hermitian $P$ this $K$ is the identity, which does have the Hartree-exchange form. In general, a real-linear rule given only on Hermitian matrices extends uniquely to a complex-linear rule on all matrices, and covariance carries over, so the theorem covers such rules too.

```lean
/-- Sign changes of the orbitals are not enough: on two or more sites, transposition
commutes with all of them and yet is not gauge covariant. -/
theorem signs_insufficient [Nontrivial n] :
    (∀ s : n → ℂ, (∀ i, s i = 1 ∨ s i = -1) →
      ∀ P, transposeMap (gauge s P) = gauge s (transposeMap P)) ∧
    ¬ GaugeCovariant (transposeMap (n := n)) := by
  constructor
  · intro s hs P
    ext i j
    change gauge s P j i = gauge s Pᵀ i j
    rw [gauge_apply, gauge_apply, Matrix.transpose_apply]
    rcases hs i with hi | hi <;> rcases hs j with hj | hj <;> simp [hi, hj]
  · intro h
    obtain ⟨i, j, hij⟩ := exists_pair_ne n
    have hq : ∀ m P, transposeMap (gauge (quarterTurn m) P)
        = gauge (quarterTurn m) (transposeMap (n := n) P) := by
      refine fun m P => h _ (fun i => ?_) P
      unfold quarterTurn
      split_ifs <;> simp
    have hne : transposeMap (Matrix.single i j (1 : ℂ)) j i ≠ 0 := by
      change Matrix.single i j (1 : ℂ) i j ≠ 0
      simp
    rcases selection_rule transposeMap hq j i i j hne with e | e
    · exact hij e.2
    · exact hij e.1
```

`[Nontrivial n]` requires at least two sites. Under signs $s_i=\pm1$, both orders of operation give the entry $s_is_jP_{ji}$, so transposition commutes with every sign change. It is nevertheless not gauge covariant: for $i\neq j$ it sends $E^{ij}$ to $E^{ji}$, which the selection rule forbids.

A symmetry check that only flips orbital signs therefore cannot exclude a field on bond $(i,j)$ driven by $P_{ji}$. For electrons with spin, which this one-orbital model leaves out, pair hopping between sites produces a term of this kind in mean-field theory: $P_{ji}$ of one spin feeds the bond $(i,j)$ of the other.

## Hermitian fields and the energy sums

```lean
/-- The mean field of every Hermitian density matrix is Hermitian if and only if the
Hartree couplings are real and the exchange couplings are Hermitian off the diagonal. -/
theorem hermitian_iff (a u : Matrix n n ℂ) :
    (∀ P : Matrix n n ℂ, P.IsHermitian → (meanField a u P).IsHermitian) ↔
      (∀ i j, star (a i j) = a i j) ∧ ∀ i j, i ≠ j → u j i = star (u i j) := by
  constructor
  · intro h
    constructor
    · -- probe with one particle on site `j`
      intro i j
      have hP : (Matrix.single j j (1 : ℂ)).IsHermitian := by
        ext p q
        rw [Matrix.conjTranspose_apply, Matrix.single_apply, Matrix.single_apply]
        split_ifs with h1 h2 h2
        · simp
        · exact absurd (And.symm h1) h2
        · exact absurd (And.symm h2) h1
        · simp
      have e := (h _ hP).apply i i
      have v : meanField a u (Matrix.single j j 1) i i = a i j := by
        simp [meanField_apply, Matrix.single_apply]
      rwa [v] at e
    · -- probe with all entries equal to one
      intro i j hij
      have hP : (Matrix.of fun _ _ : n => (1 : ℂ)).IsHermitian := by
        ext p q
        simp
      have e := (h _ hP).apply j i
      rw [meanField_apply, meanField_apply, if_neg hij, if_neg (Ne.symm hij)] at e
      simpa using e.symm
  · rintro ⟨ha, hu⟩ P hP
    refine Matrix.IsHermitian.ext fun i j => ?_
    by_cases hij : i = j
    · subst hij
      rw [meanField_apply, if_pos rfl, star_sum]
      refine Finset.sum_congr rfl fun k _ => ?_
      rw [star_mul', ha, hP.apply k k]
    · rw [meanField_apply, meanField_apply, if_neg hij, if_neg (Ne.symm hij),
        star_mul', hP.apply i j, hu j i (Ne.symm hij)]
```

An effective Hamiltonian should be Hermitian. The theorem says that `meanField a u` sends every Hermitian $P$ to a Hermitian field exactly when all $a_{ij}$ are real and $u_{ji}=u_{ij}^*$ for $i\neq j$.

Two probes show that the conditions are necessary. One particle on site $j$, $P=E^{jj}$, gives $K(P)_{ii}=a_{ij}$, which must be real. The matrix with all entries one gives $K(P)_{ij}=u_{ij}$ and $K(P)_{ji}=u_{ji}$, which must be conjugates. Divided by $N$, this second probe is the density matrix of one particle spread evenly over the sites, with entries $1/N$; the scaling does not affect the conclusion.

Conversely, a Hermitian $P$ has real $P_{kk}$, so with real $a$ the diagonal of the field is real. For $i\neq j$,

$$K(P)_{ij}^*=u_{ij}^*P_{ij}^*=u_{ji}P_{ji}=K(P)_{ji}.$$

The last part of the proof checks these two cases entry by entry.

```lean
/-- The trace of the mean field with the density matrix is a density-density sum plus an
exchange sum over pairs of different sites. -/
theorem trace_meanField_mul (a u P : Matrix n n ℂ) :
    (meanField a u P * P).trace = ∑ i, ∑ j, a i j * P i i * P j j
      + ∑ i, ∑ j ∈ Finset.univ.erase i, u i j * P i j * P j i := by
  rw [← Finset.sum_add_distrib]
  simp only [Matrix.trace, Matrix.diag_apply, Matrix.mul_apply]
  refine Finset.sum_congr rfl fun i _ => ?_
  -- separate the diagonal entry from the bonds
  rw [← Finset.add_sum_erase Finset.univ (fun j => meanField a u P i j * P j i)
    (Finset.mem_univ i)]
  congr 1
  · rw [meanField_apply, if_pos rfl, Finset.sum_mul]
    exact Finset.sum_congr rfl fun j _ => by ring
  · refine Finset.sum_congr rfl fun j hj => ?_
    rw [meanField_apply, if_neg (Finset.ne_of_mem_erase hj).symm]

end GaugeCovariantMeanField
```

Splitting the trace into $j=i$ and $j\neq i$ gives

$$\operatorname{tr}\big(K(P)P\big)=\sum_{i,j}a_{ij}P_{ii}P_{jj}+\sum_i\sum_{j\neq i}u_{ij}P_{ij}P_{ji}.$$

`Finset.univ.erase i` is the set of all sites except $i$, and `Finset.add_sum_erase` performs the split. The identity holds for any complex $P$; for Hermitian $P$, the exchange products are $|P_{ij}|^2$. In the spinless density-density example above, half of this trace is the Hartree-Fock interaction energy.

```lean
#print axioms GaugeCovariantMeanField.gaugeCovariant_iff
#print axioms GaugeCovariantMeanField.signs_insufficient
#print axioms GaugeCovariantMeanField.hermitian_iff
#print axioms GaugeCovariantMeanField.trace_meanField_mul
```

```
'GaugeCovariantMeanField.gaugeCovariant_iff' depends on axioms: [propext, Classical.choice, Quot.sound]
'GaugeCovariantMeanField.signs_insufficient' depends on axioms: [propext, Classical.choice, Quot.sound]
'GaugeCovariantMeanField.hermitian_iff' depends on axioms: [propext, Classical.choice, Quot.sound]
'GaugeCovariantMeanField.trace_meanField_mul' depends on axioms: [propext, Classical.choice, Quot.sound]
```
